# Newton's method for a Boltzmann carrier density needs exponentially many steps in the initial Fermi-level underestimate

Let the Fermi level m, in units of k_B T above the conduction band edge, be fixed by a required electron density n > 0, in units of the effective density of states, through

exp(m) = n,

and start Newton's method a distance d below the solution. In exact arithmetic the iteration converges, but bringing the error within a tolerance tol, with 0 < tol < d, takes at least exp(d) − d − tol steps. For d = 10 and tol = 0.01 that is at least 22017 steps.

Equations of this kind arise when defect and carrier concentrations are computed from a common Fermi level. The equation studied here keeps only one carrier species, with Boltzmann statistics. Its solution m = ln n is known in closed form, so it serves as a test case in which the effect of a poor starting guess can be followed exactly.

## The density equation and its Newton iteration

```lean
import Mathlib

open Filter Topology

namespace FermiLevelNewton

noncomputable section
```

All quantities below are dimensionless. The carriers are taken to be electrons, and the reduced Fermi level m is measured upwards from the conduction band edge in units of k_B T; textbooks often call it η, and it is not a mass. The density n is in units of the effective density of states. An underestimate of d = 10 is therefore 10 k_B T, about a quarter of an electronvolt at room temperature.

```lean
/-- Excess of the Boltzmann carrier density `exp m` at reduced Fermi level `m` over the
required density `n`, both in units of the effective density of states. -/
def residual (n m : ℝ) : ℝ := Real.exp m - n
```

A `def` introduces a named object. This one takes two real numbers and returns the excess density

f(m) = exp(m) − n.

The Fermi level sought is the zero of f. Supplying only the first argument, as in `residual n`, leaves a function of m at fixed density.

```lean
/-- One step of Newton's method for `f m = 0`, meaningful where the derivative of `f` at `m` is
nonzero. -/
def newtonStep (f : ℝ → ℝ) (m : ℝ) : ℝ := m - f m / deriv f m
```

This is the general Newton step for any real function f:

m ↦ m − f(m)/f′(m).

`deriv f m` is the derivative of f at m. For the density equation it equals exp(m), which is never zero, so the division is always legitimate.

```lean
/-- The reduced Fermi level after `k` Newton steps for the density `n`, started at `m₀`. -/
def fermiIterate (n m₀ : ℝ) (k : ℕ) : ℝ := (newtonStep (residual n))^[k] m₀
```

The notation `^[k]` means k-fold application of a function, not a power. `fermiIterate n m₀ k` is thus the level mₖ reached after k steps from the starting level m₀.

```lean
/-- The error after `k` Newton steps: the iterate minus the exact reduced Fermi level `log n`,
for a density `n > 0`. -/
def levelError (n m₀ : ℝ) (k : ℕ) : ℝ := fermiIterate n m₀ k - Real.log n
```

`Real.log` is the natural logarithm, so the exact solution is ln n. The error after k steps is

eₖ = mₖ − ln n.

A negative error means that the Fermi level is underestimated.

## What one step does to the error

```lean
/-- For a positive density, one Newton step turns the error `e = m - log n` into
`e - 1 + exp (-e)`. -/
theorem newtonStep_error {n : ℝ} (hn : 0 < n) (m : ℝ) :
    newtonStep (residual n) m - Real.log n
      = (m - Real.log n) - 1 + Real.exp (-(m - Real.log n)) := by
  -- the slope of the density is the density itself
  have h : HasDerivAt (residual n) (Real.exp m) m := (Real.hasDerivAt_exp m).sub_const n
  have h2 : residual n m / Real.exp m = 1 - n / Real.exp m := by
    rw [residual, sub_div, div_self (Real.exp_ne_zero m)]
  rw [newtonStep, h.deriv, h2, neg_sub, Real.exp_sub, Real.exp_log hn]
  ring
```

A `theorem` lists its hypotheses before the colon and its claim after it. Here `hn` is the assumption n > 0, which every theorem below shares. The claim is that an error e = m − ln n becomes e − 1 + exp(−e).

Since f′(m) = exp(m), the Newton step gives

m − (exp(m) − n)/exp(m) = m − 1 + n exp(−m).

Writing n = exp(ln n) turns the last term into exp(ln n − m) = exp(−e). Subtracting ln n from both sides gives the claim.

In the Lean proof, `h` supplies the derivative and `h2` splits the fraction. The identity exp(ln n) = n, which needs n > 0, enters as `Real.exp_log hn`, and `ring` finishes the algebra.

```lean
/-- For a positive density, successive errors of the Newton iteration obey
`e ↦ e - 1 + exp (-e)`. -/
theorem levelError_succ {n : ℝ} (hn : 0 < n) (m₀ : ℝ) (k : ℕ) :
    levelError n m₀ (k + 1)
      = levelError n m₀ k - 1 + Real.exp (-levelError n m₀ k) := by
  unfold levelError fermiIterate
  rw [Function.iterate_succ_apply']
  exact newtonStep_error hn _
```

The same statement, now for successive iterates:

eₖ₊₁ = eₖ − 1 + exp(−eₖ).

The density has dropped out, so the whole history of the error depends only on its starting value. The proof separates the last of the k + 1 steps from the others and applies the previous theorem to it.

```lean
/-- For a positive density, the Fermi level is never underestimated after the first
Newton step. -/
theorem levelError_nonneg {n : ℝ} (hn : 0 < n) (m₀ : ℝ) (k : ℕ) :
    0 ≤ levelError n m₀ (k + 1) := by
  have h := levelError_succ hn m₀ k
  have h2 := Real.add_one_le_exp (-levelError n m₀ k)
  linarith
```

After the first step the error is never negative. The exponential lies above its tangent at zero, so exp(x) ≥ 1 + x for every real x. With x = −eₖ,

eₖ₊₁ ≥ eₖ − 1 + (1 − eₖ) = 0.

`Real.add_one_le_exp` is the tangent inequality, and `linarith` combines it with the error update. This tactic proves inequalities that follow from known ones by linear arithmetic.

## The overshoot and the slow return

```lean
/-- For a positive density, a start at `log n - d` gives the error `exp d - 1 - d` after one
Newton step. -/
theorem first_step_overshoot {n : ℝ} (hn : 0 < n) (d : ℝ) :
    levelError n (Real.log n - d) 1 = Real.exp d - 1 - d := by
  have h0 : levelError n (Real.log n - d) 0 = -d := by
    simp [levelError, fermiIterate]
  have h : levelError n (Real.log n - d) 1 = _ := levelError_succ hn _ 0
  rw [h, h0, neg_neg]
  ring
```

A start at ln n − d has error e₀ = −d, so

e₁ = −d − 1 + exp(d).

For large positive d this is a huge overshoot. At the starting level the density curve is much flatter than at the solution, and its tangent reaches the required density only far beyond the solution.

```lean
/-- For a positive density and a start at `log n - d`, the error after `k + 1` Newton steps
is at least `exp d - 1 - d - k`. -/
theorem levelError_lower_bound {n : ℝ} (hn : 0 < n) (d : ℝ) (k : ℕ) :
    Real.exp d - 1 - d - k ≤ levelError n (Real.log n - d) (k + 1) := by
  induction k with
  | zero =>
    rw [zero_add, first_step_overshoot hn]
    simp
  | succ k ih =>
    -- a step lowers the error by less than one
    have h := levelError_succ hn (Real.log n - d) (k + 1)
    have h2 := Real.exp_pos (-levelError n (Real.log n - d) (k + 1))
    push_cast
    linarith
```

From there the return is slow. Because exp(−e) > 0, each step lowers the error by less than 1. After the first step and k further ones,

eₖ₊₁ ≥ exp(d) − 1 − d − k.

The proof is by induction on k. The case `zero` is the overshoot just computed. In the case `succ`, `ih` is the bound already known for k, and the positivity of the exponential carries it to k + 1. The command `push_cast` handles the passage from the whole number k to the real number k.

```lean
/-- For a positive density and a start at `log n - d`, the error after `k + 1` Newton steps is
at most the larger of `1` and `exp d - 1 - d - k (1 - exp (-1))`. -/
theorem levelError_upper_bound {n : ℝ} (hn : 0 < n) (d : ℝ) (k : ℕ) :
    levelError n (Real.log n - d) (k + 1)
      ≤ max 1 (Real.exp d - 1 - d - k * (1 - Real.exp (-1))) := by
  induction k with
  | zero =>
    rw [zero_add, first_step_overshoot hn]
    simp
  | succ k ih =>
    have h := levelError_succ hn (Real.log n - d) (k + 1)
    have hpos := levelError_nonneg hn (Real.log n - d) k
    rcases le_or_gt (levelError n (Real.log n - d) (k + 1)) 1 with h1 | h1
    · -- once below one, the error stays below one
      have h2 : Real.exp (-levelError n (Real.log n - d) (k + 1)) ≤ 1 :=
        Real.exp_le_one_iff.2 (by linarith)
      exact le_max_of_le_left (by linarith)
    · -- above one, a step removes at least `1 - exp (-1)`
      have h2 : Real.exp (-levelError n (Real.log n - d) (k + 1)) ≤ Real.exp (-1) :=
        Real.exp_le_exp.2 (by linarith)
      rcases le_max_iff.1 ih with h3 | h3
      · linarith
      · apply le_max_of_le_right
        push_cast
        linarith
```

This bound from above shows that the exponential count has the right order:

eₖ₊₁ ≤ max(1, exp(d) − 1 − d − k(1 − exp(−1))).

The induction step distinguishes two cases for the current error e = eₖ₊₁, which is nonnegative.

If e ≤ 1, then exp(−e) ≤ 1, so the next error is no larger than e and stays at or below 1.

If e > 1, then exp(−e) ≤ exp(−1), so the step removes at least 1 − exp(−1), about 0.63. The induction hypothesis bounds e by the larger of two numbers. Since e exceeds 1, the bound must come from the second, and it drops by the same amount.

The command `rcases` makes these distinctions in Lean. An error of at most 1 is therefore reached after a number of steps that is at most about 1.6 times exp(d) when d is large.

## The fast final phase and convergence

```lean
/-- For a positive density, every Newton step after the first gives an error at most half the square
of the previous one. -/
theorem levelError_quadratic {n : ℝ} (hn : 0 < n) (m₀ : ℝ) (k : ℕ) :
    levelError n m₀ (k + 2) ≤ levelError n m₀ (k + 1) ^ 2 / 2 := by
  have h : levelError n m₀ (k + 2) = _ := levelError_succ hn m₀ (k + 1)
  have hpos := levelError_nonneg hn m₀ k
  rw [h]
  generalize levelError n m₀ (k + 1) = e at hpos ⊢
  -- compare `exp (-e)` with its second-order Taylor polynomial
  have hq := Real.quadratic_le_exp_of_nonneg hpos
  have hprod : Real.exp (-e) * Real.exp e = 1 := by
    rw [← Real.exp_add, neg_add_cancel, Real.exp_zero]
  have h1 : Real.exp (-e) * (1 + e + e ^ 2 / 2) ≤ 1 :=
    calc Real.exp (-e) * (1 + e + e ^ 2 / 2)
        ≤ Real.exp (-e) * Real.exp e :=
          mul_le_mul_of_nonneg_left hq (Real.exp_pos _).le
      _ = 1 := hprod
  have h2 : 1 ≤ (1 - e + e ^ 2 / 2) * (1 + e + e ^ 2 / 2) := by
    nlinarith [sq_nonneg (e ^ 2)]
  have h3 : 0 < 1 + e + e ^ 2 / 2 := by positivity
  have h4 : Real.exp (-e) ≤ 1 - e + e ^ 2 / 2 :=
    le_of_mul_le_mul_right (h1.trans h2) h3
  linarith
```

Every step after the first gives an error at most half the square of the one before:

eₖ₊₂ ≤ eₖ₊₁²/2.

This is the familiar quadratic convergence of Newton's method. It is of use only once the error is below 2, since for larger errors half the square exceeds the error itself.

Write e = eₖ₊₁ ≥ 0. It suffices to show exp(−e) ≤ 1 − e + e²/2. The Taylor series gives exp(e) ≥ 1 + e + e²/2, and multiplying by exp(−e) yields

exp(−e)(1 + e + e²/2) ≤ 1.

On the other hand,

(1 − e + e²/2)(1 + e + e²/2) = 1 + e⁴/4 ≥ 1.

Comparing the two lines and cancelling the common positive factor gives the required inequality. These are the steps `h1`, `h2` and `h4`, with `h3` recording that the factor is positive.

```lean
/-- For a positive density, the Newton iteration converges to the exact Fermi level from every
starting level. -/
theorem levelError_tendsto_zero {n : ℝ} (hn : 0 < n) (m₀ : ℝ) :
    Tendsto (levelError n m₀) atTop (𝓝 0) := by
  -- after the first step the errors decrease and are bounded below
  have hanti : Antitone (fun k : ℕ => levelError n m₀ (k + 1)) := by
    apply antitone_nat_of_succ_le
    intro k
    have h := levelError_succ hn m₀ (k + 1)
    have h2 : Real.exp (-levelError n m₀ (k + 1)) ≤ 1 :=
      Real.exp_le_one_iff.2 (by linarith [levelError_nonneg hn m₀ k])
    linarith
  have hbdd : BddBelow (Set.range (fun k : ℕ => levelError n m₀ (k + 1))) :=
    ⟨0, by rintro _ ⟨k, rfl⟩; exact levelError_nonneg hn m₀ k⟩
  obtain ⟨L, hL⟩ : ∃ L, Tendsto (fun k : ℕ => levelError n m₀ (k + 1)) atTop (𝓝 L) :=
    ⟨_, tendsto_atTop_ciInf hanti hbdd⟩
  -- the limit is a fixed point of the error update, hence zero
  have h1 : Tendsto (fun k : ℕ => levelError n m₀ (k + 1 + 1)) atTop (𝓝 L) :=
    hL.comp (tendsto_add_atTop_nat 1)
  have h2 := (hL.sub_const 1).add ((Real.continuous_exp.tendsto (-L)).comp hL.neg)
  have h3 := tendsto_nhds_unique h1
    (h2.congr fun k => (levelError_succ hn m₀ (k + 1)).symm)
  have h4 : -L = 0 := (Real.exp_eq_one_iff _).1 (by linarith)
  have h5 : L = 0 := by linarith
  rw [h5] at hL
  exact (tendsto_add_atTop_iff_nat 1).1 hL
```

`Tendsto (levelError n m₀) atTop (𝓝 0)` says that eₖ → 0 as k → ∞. The starting level m₀ is arbitrary.

After the first step the errors are nonnegative, so exp(−e) ≤ 1 and the sequence never increases. Being bounded below by zero, it has a limit L. Letting k → ∞ in the error update gives

L = L − 1 + exp(−L),

hence exp(−L) = 1 and L = 0.

In Lean, `hanti` is the monotonicity and `hbdd` the lower bound. The equation for L is `h3`, obtained because a sequence has only one limit. The last line passes from the sequence that starts at e₁ to the one that starts at e₀.

## The number of steps

```lean
/-- Let the density be positive and the start lie `d` below the exact Fermi level, with
`0 < tol < d`. The Newton error eventually stays within `tol`, but any number of steps `N` that
brings it within `tol` is at least `exp d - d - tol`. -/
theorem newton_step_count {n d tol : ℝ} (hn : 0 < n) (htol : 0 < tol) (hd : tol < d) :
    (∃ N : ℕ, ∀ k ≥ N, |levelError n (Real.log n - d) k| ≤ tol) ∧
      ∀ N : ℕ, |levelError n (Real.log n - d) N| ≤ tol → Real.exp d - d - tol ≤ N := by
  constructor
  · obtain ⟨N, hN⟩ :=
      Metric.tendsto_atTop.1 (levelError_tendsto_zero hn (Real.log n - d)) tol htol
    refine ⟨N, fun k hk => ?_⟩
    have h := hN k hk
    rw [Real.dist_eq, sub_zero] at h
    exact h.le
  · intro N hN
    cases N with
    | zero =>
      -- the starting level itself is not within the tolerance
      have h0 : levelError n (Real.log n - d) 0 = -d := by
        simp [levelError, fermiIterate]
      rw [h0, abs_neg] at hN
      linarith [le_abs_self d]
    | succ k =>
      have h := levelError_lower_bound hn d k
      have h2 := le_abs_self (levelError n (Real.log n - d) (k + 1))
      push_cast
      linarith

end

end FermiLevelNewton
```

The claim has two parts, joined by `∧` ("and"). The first says that there is a step count N from which on the error stays within tol. The second says that every N with |e_N| ≤ tol satisfies

N ≥ exp(d) − d − tol.

The first part is convergence, written out with the tolerance. For the second, suppose that |e_N| ≤ tol. If N = 0, the error is −d, and its size d exceeds tol, which is a contradiction. Otherwise N = k + 1 for some k ≥ 0, and the lower bound gives

exp(d) − 1 − d − k ≤ eₖ₊₁ ≤ tol.

Rearranging yields k + 1 ≥ exp(d) − d − tol. The Lean proof makes the same split with `cases N`.

## Starting too high, and real charge neutrality

The same argument treats a start above the solution. The two bounds on the error hold for every real d, so a start at distance a > 0 above is the case d = −a. The lower bound then reads

eₖ₊₁ ≥ a − 1 + exp(−a) − k,

and for tol < a the step count is at least a + exp(−a) − tol. The upper bound shows that an error of at most 1 is reached in a number of steps that grows only linearly with a. For this equation, a guess that is too high by many k_B T is therefore far cheaper than one that is too low by the same amount. For holes, whose density grows as the Fermi level falls, the two directions are interchanged.

The proof does not carry the exponential count over to an actual defect calculation, because it uses a density that is a single exponential along the whole path of the iteration. The overshoot makes it doubtful that a full charge-neutrality function behaves in this way. For d = 10 the first step lands about 22000 k_B T above the solution, where Boltzmann statistics no longer describes the carriers and the Fermi–Dirac density grows much more slowly than exp(m). A direct implementation in double precision would also fail there, because exp(m) overflows once m exceeds about 709.

```lean
#print axioms FermiLevelNewton.levelError_upper_bound
#print axioms FermiLevelNewton.levelError_quadratic
#print axioms FermiLevelNewton.newton_step_count
```

```
'FermiLevelNewton.levelError_upper_bound' depends on axioms: [propext, Classical.choice, Quot.sound]
'FermiLevelNewton.levelError_quadratic' depends on axioms: [propext, Classical.choice, Quot.sound]
'FermiLevelNewton.newton_step_count' depends on axioms: [propext, Classical.choice, Quot.sound]
```
